# Field strength from a small plaquette: \((P_s-1)/s^2 \to \partial_\mu A_\nu-\partial_\nu A_\mu+[A_\mu,A_\nu]\) for differentiable matrix gauge fields

## Adding exponents around a loop loses the commutator

On a lattice of spacing \(s\) a gauge field lives on the links as factors \(e^{sX}\), where \(X\) is the field component along the link. For commuting fields the product of four links around a square is the exponential of the sum of the exponents, and that sum is a discrete curl. Applied to matrix-valued fields, the same rule gives a wrong answer. For two constant matrices \(A\) and \(B\) it predicts

\[ e^{sA}e^{sB}e^{-sA}e^{-sB} \overset{?}{=} e^{sA+sB-sA-sB}=1, \]

that is, no field strength at all. The matrices

\[ A=\begin{pmatrix}0&1\\0&0\end{pmatrix},\qquad B=\begin{pmatrix}0&0\\1&0\end{pmatrix} \]

square to zero, so \(e^{\pm sA}=1\pm sA\) and \(e^{\pm sB}=1\pm sB\), and multiplying out gives

\[ e^{sA}e^{sB}e^{-sA}e^{-sB}-1=s^2\begin{pmatrix}1+s^2&-s\\ s&-1\end{pmatrix}. \]

The loop differs from the identity at order \(s^2\), the area of the square, and the coefficient tends to \(\operatorname{diag}(1,-1)=AB-BA\). This is the same order at which the curl appears, so the error of the additive rule, measured per unit area, does not shrink with the spacing. These two matrices are chosen for easy multiplication; they are not anti-Hermitian, so their links are not unitary as those of a unitary gauge group are. By the limit proved below, the anti-Hermitian pair \(A=i\sigma_x\), \(B=i\sigma_y\) built from Pauli matrices shows the same effect, with coefficient \(AB-BA=-2i\sigma_z\).

## Links, the plaquette and their conventions

Let \(\mu\) and \(\nu\) label the first and second direction of a plane with real coordinates \((x,y)\), and let \(A_\mu(x,y)\), \(A_\nu(x,y)\) be the two field components. The plaquette with corner \((x,y)\) and side \(s\) is

\[ P_s=e^{sA_\mu(x,y)}\;e^{sA_\nu(x+s,y)}\;e^{-sA_\mu(x,y+s)}\;e^{-sA_\nu(x,y)}. \]

In Lean, `link s X` is `exp (s • X)`, the power-series exponential of the real multiple \(sX\), and `plaquette s Aμ Aν x y` is \(P_s\). The components have type `ℝ → ℝ → 𝔸`; the first argument is the \(\mu\) coordinate \(x\), the second the \(\nu\) coordinate \(y\), and `𝔸` is the algebra of field values.

These definitions fix three conventions. Factors are written from left to right in the order in which the path \((x,y)\to(x+s,y)\to(x+s,y+s)\to(x,y+s)\to(x,y)\) meets them. Each link samples the field at a single lattice point, the endpoint from which the link runs by \(+s\), and a link traversed backwards uses the same field value with \(-s\). The factor \(i\) and the coupling are absorbed into the field: links \(e^{igs\mathcal A}\), with coupling \(g\) and Hermitian \(\mathcal A\), correspond to \(A=ig\mathcal A\). The order of the factors and the sign in the exponent together determine the sign of the commutator relative to the curl.

## The limit and the flatness criterion

The theorem `plaquette_tendsto` takes field values in any real Banach algebra, a complete normed space with a submultiplicative product. It has two hypotheses. `hν` says that \(t\mapsto A_\nu(t,y)\) has a derivative at \(t=x\), called `dμAν`, which is \(\partial_\mu A_\nu(x,y)\). `hμ` says that \(t\mapsto A_\mu(x,t)\) has a derivative at \(t=y\), called `dνAμ`, which is \(\partial_\nu A_\mu(x,y)\). Physically, the field seen by two parallel links a distance \(s\) apart changes linearly in \(s\) to leading order. Nothing is assumed about \(\partial_\mu A_\mu\), \(\partial_\nu A_\nu\) or joint continuity in \((x,y)\). The conclusion is

\[ \frac{P_s-1}{s^2}\;\longrightarrow\;F_{\mu\nu}=\partial_\mu A_\nu-\partial_\nu A_\mu+A_\mu A_\nu-A_\nu A_\mu\quad\text{at }(x,y), \]

along the filter `𝓝[≠] 0`, which means \(s\to0\) from both sides through nonzero reals, so Lean's convention \(0^{-1}=0\) in `(s ^ 2)⁻¹` has no influence on the limit. With \(A=ig\mathcal A\) the right-hand side reads \(ig\,(\partial_\mu\mathcal A_\nu-\partial_\nu\mathcal A_\mu+ig[\mathcal A_\mu,\mathcal A_\nu])\).

`matrix_plaquette_tendsto` states the same for `Matrix n n ℂ`, complex square matrices over a finite index type `n`, with limits and derivatives taken entry by entry. `constant_plaquette_tendsto` is the case of constant fields,

\[ \frac{e^{sA}e^{sB}e^{-sA}e^{-sB}-1}{s^2}\longrightarrow AB-BA, \]

for arbitrary complex matrices \(A,B\), with no Hermiticity or trace condition. `constant_plaquette_eq_one_iff` says that \(e^{sA}e^{sB}e^{-sA}e^{-sB}=1\) for every real \(s\) exactly when \(AB=BA\). For \(1\times1\) matrices the commutator vanishes and the limit is the ordinary curl.

The limit is taken at one point, for fields that do not depend on \(s\), and comes with no rate and no uniformity over a region. The links are exponentials of point values and not path-ordered integrals along the edge. Gauge transformations, the trace of the plaquette and lattice actions do not enter the statements. Unbounded operators are not elements of a Banach algebra and are excluded.

For finite-dimensional Hamiltonians \(H_1,H_2\), setting \(A=-iH_1\), \(B=-iH_2\) (with \(\hbar=1\)) makes the constant plaquette a sequence of four time evolutions whose leading deviation from the identity is \(-s^2[H_1,H_2]\). In a single-orbital tight-binding model whose hopping phases sample the vector potential at link endpoints, the \(1\times1\) case relates the phase around one small square to the magnetic field through it.

## An estimate for differences of exponentials

Two parallel links differ at order \(s^2\), while each differs from \(1\) at order \(s\). The bound \(e^u=1+u+o(\|u\|)\), applied to each link separately, leaves an error known only to be \(o(s)\), which gives no control after division by \(s^2\). One remedy is to expand each link to second order; the route taken here bounds the error by the difference of the exponents. For algebra elements \(u,v\) with \(r=\max(\|u\|,\|v\|)\) and \(k\ge1\), the telescoping sum

\[ u^k-v^k=\sum_{j=0}^{k-1}u^{\,j}(u-v)\,v^{\,k-1-j} \]

holds without commutativity and gives \(\|u^k-v^k\|\le k\,r^{k-1}\|u-v\|\). Summing the series from \(k=2\),

\[ \|e^u-e^v-(u-v)\|\le\sum_{k\ge2}\frac{r^{k-1}}{(k-1)!}\,\|u-v\|=(e^r-1)\,\|u-v\|. \]

Now let \(u,v\to0\), and let \(c\) be a real factor with \(c(u-v)\to D\). Then \(\|c(u-v)\|\) stays bounded and \(e^r-1\to0\), so \(c(e^u-e^v)-c(u-v)\to0\), and

\[ c\,(e^u-e^v)\to D. \tag{1} \]

Three limits follow. In (a) and (b), \(X_s\) is any family with \(X_s\to X_0\), so that \(sX_s\to0\).

(a) With \(u=sX_s\), \(v=0\), \(c=1/s\), one has \(c(u-v)=X_s\), hence \((e^{sX_s}-1)/s\to X_0\).

(b) With \(u=-sX_s\), \(v=0\), \(c=1\), \(D=0\), one gets \(e^{-sX_s}\to1\).

(c) For a function \(X\) differentiable at \(x\), take \(u=sX(x+s)\), \(v=sX(x)\), \(c=1/s^2\). Then \(c(u-v)=(X(x+s)-X(x))/s\to X'(x)\), hence \((e^{sX(x+s)}-e^{sX(x)})/s^2\to X'(x)\).

## Rearranging the loop into curl and commutator

Name the links

\[ U=e^{sA_\mu(x,y)},\quad V=e^{sA_\nu(x,y)},\quad U'=e^{sA_\mu(x,y+s)},\quad V'=e^{sA_\nu(x+s,y)}, \]

and \(W=e^{-sA_\mu(x,y+s)}\), \(Z=e^{-sA_\nu(x,y)}\), so that \(P_s=UV'WZ\). An element commutes with its negative, so \(U'W=1\) and \(VZ=1\), and therefore \(VU'WZ=V(U'W)Z=1\). This turns the loop into a comparison of the two paths from \((x,y)\) to the opposite corner:

\[ P_s-1=(UV'-VU')\,WZ. \]

Insert \(UV'=(U-1)(V'-1)+U+V'-1\) and \(VU'=(V-1)(U'-1)+V+U'-1\), subtract, and divide by \(s^2\):

\[ \frac{P_s-1}{s^2}=\left[\frac{V'-V}{s^2}-\frac{U'-U}{s^2}+\frac{U-1}{s}\,\frac{V'-1}{s}-\frac{V-1}{s}\,\frac{U'-1}{s}\right]WZ. \tag{2} \]

The identity is exact. By (c) the first two terms tend to \(\partial_\mu A_\nu\) and \(-\partial_\nu A_\mu\). Differentiability implies continuity, so \(A_\nu(x+s,y)\to A_\nu(x,y)\) and \(A_\mu(x,y+s)\to A_\mu(x,y)\), and by (a) the last two terms tend to \(A_\mu A_\nu\) and \(-A_\nu A_\mu\). By (b), \(W\to1\) and \(Z\to1\). Continuity of sums and products gives \(F_{\mu\nu}\). For constant fields both derivatives vanish and \(AB-BA\) remains.

For the flatness criterion, suppose the constant plaquette is \(1\) for all \(s\). The quotient is then identically zero and also tends to \(AB-BA\), so \(AB=BA\). Conversely, if \(AB=BA\) then \(e^{sA}\) and \(e^{sB}\) commute, and \(e^{sA}e^{sB}e^{-sA}e^{-sB}=e^{sB}(e^{sA}e^{-sA})e^{-sB}=1\).

## The Lean file

```lean
import Mathlib

open Filter Topology Asymptotics NormedSpace

namespace PlaquetteFieldStrength

noncomputable section

section Defs

variable {𝔸 : Type*} [Ring 𝔸] [Algebra ℝ 𝔸] [TopologicalSpace 𝔸] [IsTopologicalRing 𝔸]

/-- Link variable `exp (s X)` for signed lattice spacing `s` and gauge-field component `X`. -/
def link (s : ℝ) (X : 𝔸) : 𝔸 := exp (s • X)

/-- Ordered product of the four links around the square of side `s` with corner `(x, y)`,
for field components `Aμ` (first direction) and `Aν` (second direction). -/
def plaquette (s : ℝ) (Aμ Aν : ℝ → ℝ → 𝔸) (x y : ℝ) : 𝔸 :=
  link s (Aμ x y) * link s (Aν (x + s) y) * link (-s) (Aμ x (y + s)) * link (-s) (Aν x y)

end Defs

section Banach

variable {𝔸 : Type*} [NormedRing 𝔸] [NormedAlgebra ℝ 𝔸] [CompleteSpace 𝔸]

/-- A link followed by the reversed link is the identity. -/
theorem link_mul_link_neg (s : ℝ) (X : 𝔸) : link s X * link (-s) X = 1 := by
  let _ : NormedAlgebra ℚ 𝔸 := NormedAlgebra.restrictScalars ℚ ℝ 𝔸
  unfold link
  rw [neg_smul, ← NormedSpace.exp_add_of_commute (Commute.refl (s • X)).neg_right,
    add_neg_cancel, NormedSpace.exp_zero]

/-- For exponents `u, v` tending to zero, if `c (u - v)` tends to `D` then so does
`c (exp u - exp v)`. -/
theorem exp_sub_exp_tendsto {ι : Type*} {l : Filter ι} {u v : ι → 𝔸} {c : ι → ℝ} {D : 𝔸}
    (hu : Tendsto u l (𝓝 0)) (hv : Tendsto v l (𝓝 0))
    (h : Tendsto (fun i => c i • (u i - v i)) l (𝓝 D)) :
    Tendsto (fun i => c i • (exp (u i) - exp (v i))) l (𝓝 D) := by
  -- strict differentiability of `exp` at zero, with derivative the identity
  have h0 := (hasStrictFDerivAt_exp_zero (𝕂 := ℝ) (𝔸 := 𝔸)).isLittleO.comp_tendsto
    (hu.prodMk_nhds hv)
  have h1 : (fun i => exp (u i) - exp (v i) - (u i - v i)) =o[l] fun i => u i - v i := by
    exact h0
  have h2 : (fun i => c i • (exp (u i) - exp (v i) - (u i - v i))) =o[l]
      fun i => c i • (u i - v i) := (isBigO_refl c l).smul_isLittleO h1
  have h3 := (isLittleO_one_iff ℝ).1 (h2.trans_isBigO (h.isBigO_one ℝ))
  have h4 := h3.add h
  rw [zero_add] at h4
  refine h4.congr fun i => ?_
  simp only [smul_sub]
  abel

omit [CompleteSpace 𝔸] in
/-- If the field `X s` has a limit as `s → 0`, the link exponent `s X s` tends to zero. -/
theorem exponent_tendsto {X : ℝ → 𝔸} {X₀ : 𝔸} (hX : Tendsto X (𝓝[≠] 0) (𝓝 X₀)) :
    Tendsto (fun s : ℝ => s • X s) (𝓝[≠] 0) (𝓝 0) := by
  have hs : Tendsto (fun s : ℝ => s) (𝓝[≠] 0) (𝓝 0) := tendsto_id'.2 nhdsWithin_le_nhds
  have h := hs.smul hX
  rwa [zero_smul] at h

/-- First order of a link: `(exp (s X s) - 1) / s` tends to the limit of the field `X s`. -/
theorem link_sub_one_tendsto {X : ℝ → 𝔸} {X₀ : 𝔸} (hX : Tendsto X (𝓝[≠] 0) (𝓝 X₀)) :
    Tendsto (fun s : ℝ => s⁻¹ • (link s (X s) - 1)) (𝓝[≠] 0) (𝓝 X₀) := by
  have h : Tendsto (fun s : ℝ => s⁻¹ • (s • X s - 0)) (𝓝[≠] 0) (𝓝 X₀) := by
    refine hX.congr' ?_
    filter_upwards [self_mem_nhdsWithin] with s hs
    have hs' : s ≠ 0 := hs
    rw [sub_zero, inv_smul_smul₀ hs']
  have h' := exp_sub_exp_tendsto (exponent_tendsto hX) tendsto_const_nhds h
  simpa only [link, NormedSpace.exp_zero] using h'

/-- Reversed links `exp (-s X s)` tend to the identity when `X s` has a limit as `s → 0`. -/
theorem link_neg_tendsto {X : ℝ → 𝔸} {X₀ : 𝔸} (hX : Tendsto X (𝓝[≠] 0) (𝓝 X₀)) :
    Tendsto (fun s : ℝ => link (-s) (X s)) (𝓝[≠] 0) (𝓝 1) := by
  have hu := (exponent_tendsto hX).neg
  rw [neg_zero] at hu
  have h : Tendsto (fun s : ℝ => (1 : ℝ) • (-(s • X s) - 0)) (𝓝[≠] 0) (𝓝 0) := by
    simpa only [one_smul, sub_zero] using hu
  have h' := (exp_sub_exp_tendsto hu tendsto_const_nhds h).add_const 1
  simpa only [link, neg_smul, one_smul, NormedSpace.exp_zero, sub_add_cancel, zero_add] using h'

/-- The difference of two parallel links a distance `s` apart, divided by `s²`, tends to the
derivative of the field along the displacement. -/
theorem link_sub_link_tendsto {X : ℝ → 𝔸} {D : 𝔸} {x : ℝ} (hX : HasDerivAt X D x) :
    Tendsto (fun s : ℝ => (s ^ 2)⁻¹ • (link s (X (x + s)) - link s (X x))) (𝓝[≠] 0) (𝓝 D) := by
  have hs : Tendsto (fun s : ℝ => s) (𝓝[≠] 0) (𝓝 0) := tendsto_id'.2 nhdsWithin_le_nhds
  have hx := hs.const_add x
  rw [add_zero] at hx
  have hc : Tendsto (fun s : ℝ => X (x + s)) (𝓝[≠] 0) (𝓝 (X x)) :=
    hX.continuousAt.tendsto.comp hx
  have h : Tendsto (fun s : ℝ => (s ^ 2)⁻¹ • (s • X (x + s) - s • X x)) (𝓝[≠] 0) (𝓝 D) := by
    refine (hasDerivAt_iff_tendsto_slope_zero.1 hX).congr' ?_
    filter_upwards [self_mem_nhdsWithin] with s hs
    have hs' : s ≠ 0 := hs
    have e : (s ^ 2)⁻¹ * s = s⁻¹ := by field_simp
    simp only [← smul_sub, smul_smul, e]
  exact exp_sub_exp_tendsto (exponent_tendsto hc)
    (exponent_tendsto (X := fun _ => X x) tendsto_const_nhds) h

/-- Field strength from a small plaquette in a real Banach algebra: `(plaquette - 1) / s²`
tends to `∂μ Aν - ∂ν Aμ + [Aμ, Aν]` at `(x, y)` as `s → 0` through nonzero values. -/
theorem plaquette_tendsto (Aμ Aν : ℝ → ℝ → 𝔸) (x y : ℝ) (dμAν dνAμ : 𝔸)
    (hν : HasDerivAt (fun t => Aν t y) dμAν x) (hμ : HasDerivAt (fun t => Aμ x t) dνAμ y) :
    Tendsto (fun s : ℝ => (s ^ 2)⁻¹ • (plaquette s Aμ Aν x y - 1)) (𝓝[≠] 0)
      (𝓝 (dμAν - dνAμ + (Aμ x y * Aν x y - Aν x y * Aμ x y))) := by
  -- exact rearrangement of the loop, with `W`, `Z` the reversed links
  have alg : ∀ (U V U' V' W Z : 𝔸) (c d : ℝ), U' * W = 1 → V * Z = 1 → d * d = c →
      (c • (V' - V) - c • (U' - U)
        + ((d • (U - 1)) * (d • (V' - 1)) - (d • (V - 1)) * (d • (U' - 1)))) * W * Z
        = c • (U * V' * W * Z - 1) := by
    intro U V U' V' W Z c d h h' hc
    subst hc
    have h1 : V * U' * W * Z = 1 := by rw [mul_assoc V, h, mul_one, h']
    have h2 : U * V' * W * Z - 1 = U * V' * W * Z - V * U' * W * Z := by rw [h1]
    rw [h2]
    simp only [smul_mul_assoc, mul_smul_comm, smul_smul, ← smul_sub, ← smul_add]
    congr 1
    noncomm_ring
  have hs : Tendsto (fun s : ℝ => s) (𝓝[≠] 0) (𝓝 0) := tendsto_id'.2 nhdsWithin_le_nhds
  have hz : ∀ z : ℝ, Tendsto (fun s : ℝ => z + s) (𝓝[≠] 0) (𝓝 z) := fun z => by
    have h := hs.const_add z
    rwa [add_zero] at h
  have a0 : Tendsto (fun _ : ℝ => Aμ x y) (𝓝[≠] 0) (𝓝 (Aμ x y)) := tendsto_const_nhds
  have b0 : Tendsto (fun _ : ℝ => Aν x y) (𝓝[≠] 0) (𝓝 (Aν x y)) := tendsto_const_nhds
  have a1 : Tendsto (fun s : ℝ => Aμ x (y + s)) (𝓝[≠] 0) (𝓝 (Aμ x y)) :=
    hμ.continuousAt.tendsto.comp (hz y)
  have b1 : Tendsto (fun s : ℝ => Aν (x + s) y) (𝓝[≠] 0) (𝓝 (Aν x y)) :=
    hν.continuousAt.tendsto.comp (hz x)
  -- limits factor by factor
  have h := ((((link_sub_link_tendsto hν).sub (link_sub_link_tendsto hμ)).add
    (((link_sub_one_tendsto a0).mul (link_sub_one_tendsto b1)).sub
      ((link_sub_one_tendsto b0).mul (link_sub_one_tendsto a1)))).mul
        (link_neg_tendsto a1)).mul (link_neg_tendsto b0)
  rw [mul_one, mul_one] at h
  refine h.congr fun s => ?_
  exact alg _ _ _ _ _ _ _ _ (link_mul_link_neg s _) (link_mul_link_neg s _)
    (by rw [sq, mul_inv])

end Banach

variable {n : Type*} [Fintype n] [DecidableEq n]

/-- For gauge fields with values in complex square matrices, `(plaquette - 1) / s²` tends to
`∂μ Aν - ∂ν Aμ + [Aμ, Aν]` at `(x, y)` as `s → 0` through nonzero values. -/
theorem matrix_plaquette_tendsto (Aμ Aν : ℝ → ℝ → Matrix n n ℂ) (x y : ℝ)
    (dμAν dνAμ : Matrix n n ℂ)
    (hν : HasDerivAt (fun t => Aν t y) dμAν x) (hμ : HasDerivAt (fun t => Aμ x t) dνAμ y) :
    Tendsto (fun s : ℝ => (s ^ 2)⁻¹ • (plaquette s Aμ Aν x y - 1)) (𝓝[≠] 0)
      (𝓝 (dμAν - dνAμ + (Aμ x y * Aν x y - Aν x y * Aμ x y))) := by
  open scoped Matrix.Norms.Operator in exact plaquette_tendsto Aμ Aν x y dμAν dνAμ hν hμ

/-- For constant fields `A`, `B`: `(exp (sA) exp (sB) exp (-sA) exp (-sB) - 1) / s²` tends to
the commutator `AB - BA` as `s → 0` through nonzero values. -/
theorem constant_plaquette_tendsto (A B : Matrix n n ℂ) :
    Tendsto (fun s : ℝ => (s ^ 2)⁻¹ •
        (exp (s • A) * exp (s • B) * exp (-(s • A)) * exp (-(s • B)) - 1))
      (𝓝[≠] 0) (𝓝 (A * B - B * A)) := by
  have hd : ∀ C : Matrix n n ℂ, HasDerivAt (fun _ : ℝ => C) 0 0 := fun C => by
    open scoped Matrix.Norms.Operator in exact hasDerivAt_const (0 : ℝ) C
  have h := matrix_plaquette_tendsto (fun _ _ => A) (fun _ _ => B) 0 0 0 0 (hd B) (hd A)
  simpa only [plaquette, link, neg_smul, sub_zero, zero_add] using h

/-- The plaquette of constant fields `A`, `B` is the identity for every spacing `s` exactly
when `A` and `B` commute. -/
theorem constant_plaquette_eq_one_iff (A B : Matrix n n ℂ) :
    (∀ s : ℝ, exp (s • A) * exp (s • B) * exp (-(s • A)) * exp (-(s • B)) = 1)
      ↔ A * B = B * A := by
  constructor
  · intro hP
    have h := constant_plaquette_tendsto A B
    simp only [hP, sub_self, smul_zero] at h
    exact sub_eq_zero.1 (tendsto_nhds_unique h tendsto_const_nhds)
  · intro h s
    have hAB : Commute A B := h
    have hc : Commute (exp (s • A)) (exp (s • B)) := ((hAB.smul_left s).smul_right s).exp
    have hinv : ∀ X : Matrix n n ℂ, exp X * exp (-X) = 1 := fun X => by
      rw [← Matrix.exp_add_of_commute _ _ (Commute.refl X).neg_right, add_neg_cancel,
        NormedSpace.exp_zero]
    rw [hc.eq, mul_assoc (exp (s • B)), hinv, mul_one, hinv]

end

end PlaquetteFieldStrength
```
```lean
#print axioms PlaquetteFieldStrength.matrix_plaquette_tendsto
#print axioms PlaquetteFieldStrength.constant_plaquette_eq_one_iff
```

```
'PlaquetteFieldStrength.matrix_plaquette_tendsto' depends on axioms: [propext, Classical.choice, Quot.sound]
'PlaquetteFieldStrength.constant_plaquette_eq_one_iff' depends on axioms: [propext, Classical.choice, Quot.sound]
```

## Strict differentiability of the exponential at zero

`exp_sub_exp_tendsto` is (1), for an arbitrary filter `l` and families `u`, `v`, `c`. The explicit bound with \(e^r-1\) is not formalised; the file takes its qualitative content from Mathlib's `hasStrictFDerivAt_exp_zero`, which says that \(e^u-e^v-(u-v)\) is little-o of \(u-v\) as the pair \((u,v)\) tends to \((0,0)\). Composing with `hu.prodMk_nhds hv` transports this to the filter `l`, giving `h1`. Step `h2` multiplies both sides by `c i`, with no assumption on the size of `c`. In `h3`, the convergent family \(c(u-v)\) is bounded (`h.isBigO_one ℝ`), so the scaled remainder is little-o of \(1\) and tends to zero. Adding the hypothesis `h` back yields the limit `D`.

## The three link limits

`link_mul_link_neg` supplies \(U'W=1\) and \(VZ=1\) from `NormedSpace.exp_add_of_commute`. `exponent_tendsto` is the observation \(sX_s\to0\cdot X_0=0\), which provides the hypotheses `hu` and `hv` of (1) whenever the exponent is not zero already.

`link_sub_one_tendsto` is (a): the local fact `h` cancels \(s^{-1}s\) for nonzero \(s\) and so identifies \(c(u-v)\) with \(X_s\). `link_neg_tendsto` is (b), where `.add_const 1` passes from \(e^{u}-1\to0\) to \(e^u\to1\). `link_sub_link_tendsto` is (c). There `hc` derives \(X(x+s)\to X(x)\) from continuity at `x`, and `hasDerivAt_iff_tendsto_slope_zero` expresses the derivative as the limit of the difference quotient, which `e` matches to \(c(u-v)\) through \(s^{-2}s=s^{-1}\).

## The exact identity and the product of limits

Inside `plaquette_tendsto`, `alg` is (2) for arbitrary algebra elements `U V U' V' W Z` and reals `c d`, under `U' * W = 1`, `V * Z = 1` and `d * d = c`; later `d` is \(1/s\) and `c` is \(1/s^2\). Its `h1` is \(VU'WZ=1\), and `h2` replaces the \(1\) in \(P_s-1\) by that product. After the scalars are pulled out to a common factor, `noncomm_ring` verifies the remaining polynomial identity in non-commuting symbols.

The facts `a0`, `b0` are the constant field values at the corner, and `a1`, `b1` are the limits of the displaced values. The term `h` is built in the shape of the right-hand side of (2): a difference of two instances of (c), plus a difference of two products of instances of (a), multiplied by two instances of (b). Its limit is \(F_{\mu\nu}\cdot1\cdot1\), and `alg` rewrites the function into \((P_s-1)/s^2\).

## Matrices, constant fields and commuting exponentials

The matrix statements mention no norm. The proof of `matrix_plaquette_tendsto` opens `Matrix.Norms.Operator`, an operator norm that makes the matrices a Banach algebra and whose topology is the entrywise one, and applies the general theorem. `constant_plaquette_tendsto` specialises to constant functions at the point \((0,0)\), with both derivatives zero by `hasDerivAt_const`.

In `constant_plaquette_eq_one_iff`, the forward direction substitutes `hP` into that limit and compares it with the limit of the zero function by `tendsto_nhds_unique`; uniqueness applies because nonzero reals accumulate at \(0\). The backward direction obtains `hc`, the commutation of \(e^{sA}\) and \(e^{sB}\), swaps these two factors and cancels twice with `hinv`. The quantifier over all \(s\) carries weight, since at \(s=0\) the product is \(1\) for any \(A\) and \(B\).
